# The low-momentum series of one-loop QED vacuum polarization and its radius of convergence

In ordinary hydrogen, the leading vacuum-polarization shift of the s levels comes from an electron loop and follows from the first term of the one-loop polarization function expanded in q²/m². Here q² is the squared momentum transfer, positive when timelike, and m is the mass of the fermion in the loop, with ħ = c = 1. Write z = q²/m², let x be the Feynman parameter, and define

c_n = 2((n+1)!)² / (n (2n+3)!), n ≥ 1.

For real z with |z| < 4,

−2 ∫₀¹ x(1−x) ln(1 − z x(1−x)) dx = Σ_{n≥1} c_n zⁿ,

and for |z| > 4 the series diverges. The value z = 4 is the pair-production threshold q² = 4m².

## From moments to coefficients

Put u = x(1−x) and I_k = ∫₀¹ uᵏ dx. Since (1−2x)² = 1 − 4u,

d/dx [u^(k+1) (1−2x)] = (k+1) uᵏ (1−2x)² − 2u^(k+1) = (k+1) uᵏ − (4k+6) u^(k+1).

The bracket vanishes at both endpoints, so integration gives

I_(k+1) = (k+1)/(4k+6) · I_k.

With I_0 = 1, induction yields

I_k = (k!)²/(2k+1)!.

On [0,1] we have 0 ≤ u ≤ 1/4. If |z| < 4, then |zu| ≤ |z|/4 < 1, and

−2u ln(1 − zu) = 2 Σ_{n≥1} zⁿ u^(n+1)/n.

Apart from the factor 2, the nth term is bounded by (|z|/4)ⁿ, whose sum is finite. Sum and integral may therefore be exchanged, and the coefficient of zⁿ is 2I_(n+1)/n = c_n.

The ratio of successive coefficients is

c_(n+1)/c_n = n(n+2) / ((n+1)(4n+10)) → 1/4.

For |z| > 4 the terms eventually grow in magnitude, and the series diverges.

The smallest case is n = 1, where c_1 = 2I_2 = 2·4/120 = 1/15. Take a loop fermion of charge ±e and the sign convention in which the photon propagator is multiplied by 1/(1 − Π). The one-loop polarization function Π subtracted at q² = 0 is then −α/π times the integral above, with α the fine-structure constant. For small q² it is approximately −αq²/(15πm²). For static exchange this factor of q² cancels the 1/q² of the Coulomb interaction and leaves a contact term. In ordinary hydrogen, with an electron in the loop, it gives the leading vacuum-polarization shift of the s levels; the one-loop self-energy and vertex corrections are separate contributions.

## The integral, the coefficients and the physical function

In Lean 4 with Mathlib:

```lean
import Mathlib

open MeasureTheory Filter Topology

namespace OneLoopVacuumPolarization

noncomputable section
```

The first definition is the dimensionless integral, with real `z`.

```lean
/-- The dimensionless one-loop vacuum polarization integral over the Feynman parameter `x`, as a
function of `z = q² / m²`. For `z > 4` the real logarithm gives only the real part. -/
def loopIntegral (z : ℝ) : ℝ :=
  -2 * ∫ x in (0:ℝ)..1, x * (1 - x) * Real.log (1 - z * (x * (1 - x)))
```

The coefficients are real numbers indexed by natural numbers. Later sums use `coeff (n + 1)` with n starting at 0, so the meaningless `coeff 0` never enters.

```lean
/-- The coefficient `c_n = 2 ((n+1)!)² / (n (2n+3)!)`, meant for `n ≥ 1`. -/
def coeff (n : ℕ) : ℝ :=
  2 * ((n + 1).factorial : ℝ) ^ 2 / ((n : ℝ) * ((2 * n + 3).factorial : ℝ))
```

The third definition restores the coupling `α`, the mass `m` and the squared momentum transfer `s` = q². It takes the subtracted one-loop expression for a single fermion as its starting point; the diagram and its regularization are not derived.

```lean
/-- The one-loop vacuum polarization subtracted at zero momentum transfer, for coupling `α`, nonzero
fermion mass `m` and squared momentum transfer `s`. For `s > 4m²` the real logarithm gives only the
real part. -/
def vacuumPolarization (α m s : ℝ) : ℝ :=
  -(2 * α / Real.pi) *
    ∫ x in (0:ℝ)..1, x * (1 - x) * Real.log (m ^ 2 / (m ^ 2 - x * (1 - x) * s))
```

## Moments by a total derivative

The order k used above is called `m` in the next theorem, where it is not a mass. `hd` is the total derivative, `h` integrates it, and `hend` evaluates the endpoints. `h5` checks that the factorial formula obeys the recursion, after which the nonzero factor 4m+6 is cancelled.

```lean
/-- The moments of the Feynman-parameter weight: the integral of `(x(1-x))^m` over `[0,1]`
is `(m!)² / (2m+1)!`. -/
theorem feynman_moment (m : ℕ) :
    ∫ x in (0:ℝ)..1, (x * (1 - x)) ^ m
      = (m.factorial : ℝ) ^ 2 / ((2 * m + 1).factorial : ℝ) := by
  induction m with
  | zero => simp
  | succ m ih =>
    -- a total derivative that vanishes at both endpoints links neighbouring moments
    have hd : ∀ x : ℝ, HasDerivAt (fun y : ℝ => (y * (1 - y)) ^ (m + 1) * (1 - 2 * y))
        (((m:ℝ) + 1) * (x * (1 - x)) ^ m - (4 * (m:ℝ) + 6) * (x * (1 - x)) ^ (m + 1)) x := by
      intro x
      have hu : HasDerivAt (fun y : ℝ => y * (1 - y)) (1 - 2 * x) x :=
        ((hasDerivAt_id' x).fun_mul ((hasDerivAt_id' x).const_sub 1)).congr_deriv (by ring)
      have hv : HasDerivAt (fun y : ℝ => 1 - 2 * y) (-2) x :=
        (((hasDerivAt_id' x).const_mul 2).const_sub 1).congr_deriv (by ring)
      refine ((hu.fun_pow (m + 1)).fun_mul hv).congr_deriv ?_
      simp only [Nat.add_sub_cancel]
      push_cast
      ring
    have h := intervalIntegral.integral_eq_sub_of_hasDerivAt (a := 0) (b := 1)
      (fun x _ => hd x) (Continuous.intervalIntegrable (by fun_prop) _ _)
    have hsplit : ∫ x in (0:ℝ)..1, (((m:ℝ) + 1) * (x * (1 - x)) ^ m
          - (4 * (m:ℝ) + 6) * (x * (1 - x)) ^ (m + 1))
        = ((m:ℝ) + 1) * (∫ x in (0:ℝ)..1, (x * (1 - x)) ^ m)
          - (4 * (m:ℝ) + 6) * ∫ x in (0:ℝ)..1, (x * (1 - x)) ^ (m + 1) := by
      rw [intervalIntegral.integral_sub, intervalIntegral.integral_const_mul,
        intervalIntegral.integral_const_mul] <;>
      exact Continuous.intervalIntegrable (by fun_prop) _ _
    rw [hsplit, ih] at h
    have hend : ((1:ℝ) * (1 - 1)) ^ (m + 1) * (1 - 2 * 1)
        - ((0:ℝ) * (1 - 0)) ^ (m + 1) * (1 - 2 * 0) = 0 := by simp
    have h5 : (4 * (m:ℝ) + 6) *
        (((m + 1).factorial : ℝ) ^ 2 / ((2 * (m + 1) + 1).factorial : ℝ))
        = ((m:ℝ) + 1) * ((m.factorial : ℝ) ^ 2 / ((2 * m + 1).factorial : ℝ)) := by
      have f1 : ((2 * m + 1).factorial : ℝ) ≠ 0 := Nat.cast_ne_zero.mpr (Nat.factorial_ne_zero _)
      rw [show 2 * (m + 1) + 1 = 2 * m + 1 + 1 + 1 by omega,
        Nat.factorial_succ (2 * m + 1 + 1), Nat.factorial_succ (2 * m + 1), Nat.factorial_succ m]
      push_cast
      field_simp
      ring
    have h7 : (4 * (m:ℝ) + 6) * (∫ x in (0:ℝ)..1, (x * (1 - x)) ^ (m + 1))
        = (4 * (m:ℝ) + 6) *
          (((m + 1).factorial : ℝ) ^ 2 / ((2 * (m + 1) + 1).factorial : ℝ)) := by
      rw [h5]
      exact (sub_eq_zero.mp (h.trans hend)).symm
    exact mul_left_cancel₀ (show 4 * (m:ℝ) + 6 ≠ 0 by positivity) h7
```

## Coefficient ratios and first values

The first lemma rewrites c_(n+1) in terms of n. The second gives c_(n+2)/c_(n+1), which is the ratio above with n replaced by n+1.

```lean
/-- The coefficient `c_{n+1}` written out in terms of `n`. -/
theorem coeff_succ (n : ℕ) :
    coeff (n + 1) = 2 * ((n + 2).factorial : ℝ) ^ 2 /
      (((n:ℝ) + 1) * ((2 * n + 5).factorial : ℝ)) := by
  simp only [coeff, show n + 1 + 1 = n + 2 from rfl, show 2 * (n + 1) + 3 = 2 * n + 5 by omega,
    Nat.cast_add, Nat.cast_one]

/-- The exact ratio of successive coefficients. -/
theorem coeff_recurrence (n : ℕ) :
    coeff (n + 1 + 1) = coeff (n + 1) *
      (((n:ℝ) + 1) * ((n:ℝ) + 3) / (((n:ℝ) + 2) * (4 * (n:ℝ) + 14))) := by
  have h1 : ((n + 1 + 2).factorial : ℝ) = ((n:ℝ) + 3) * ((n + 2).factorial : ℝ) := by
    rw [show n + 1 + 2 = n + 2 + 1 by omega, Nat.factorial_succ (n + 2)]
    push_cast
    ring
  have h2 : ((2 * (n + 1) + 5).factorial : ℝ)
      = (2 * (n:ℝ) + 7) * (2 * (n:ℝ) + 6) * ((2 * n + 5).factorial : ℝ) := by
    rw [show 2 * (n + 1) + 5 = 2 * n + 5 + 1 + 1 by omega,
      Nat.factorial_succ (2 * n + 5 + 1), Nat.factorial_succ (2 * n + 5)]
    push_cast
    ring
  have f2 : ((2 * n + 5).factorial : ℝ) ≠ 0 := Nat.cast_ne_zero.mpr (Nat.factorial_ne_zero _)
  rw [coeff_succ (n + 1), coeff_succ n, h1, h2, show ((n + 1 : ℕ) : ℝ) + 1 = (n:ℝ) + 2 by
    push_cast; ring]
  field_simp
  ring
```

Direct evaluation of the factorials gives the first three values.

```lean
/-- The first three coefficients are `1/15`, `1/140` and `1/945`. -/
theorem coeff_values : coeff 1 = 1 / 15 ∧ coeff 2 = 1 / 140 ∧ coeff 3 = 1 / 945 := by
  refine ⟨?_, ?_, ?_⟩ <;> norm_num [coeff, Nat.factorial]
```

## Convergence below threshold

`HasSum` states that the series converges and that its sum is the integral. `hu` and `hw` are the bounds on u and |zu|. `hF` exchanges sum and integral by dominated convergence, using the geometric bound and the logarithm series at each x. `hterms` inserts the moments, and `hval` matches the sign and the factor 2 in the definition.

```lean
/-- For `|z| < 4` the one-loop integral is the sum of the series `∑ c_n zⁿ` over `n ≥ 1`. -/
theorem loopIntegral_hasSum {z : ℝ} (hz : |z| < 4) :
    HasSum (fun n : ℕ => coeff (n + 1) * z ^ (n + 1)) (loopIntegral z) := by
  have hu : ∀ x ∈ Set.uIoc (0:ℝ) 1, 0 ≤ x * (1 - x) ∧ x * (1 - x) ≤ 1 / 4 := by
    intro x hx
    rw [Set.uIoc_of_le zero_le_one] at hx
    exact ⟨mul_nonneg hx.1.le (by linarith [hx.2]), by nlinarith [sq_nonneg (x - 1 / 2)]⟩
  have hw : ∀ x ∈ Set.uIoc (0:ℝ) 1, |z * (x * (1 - x))| ≤ |z| / 4 := by
    intro x hx
    rw [abs_mul, abs_of_nonneg (hu x hx).1]
    linarith [mul_le_mul_of_nonneg_left (hu x hx).2 (abs_nonneg z)]
  -- exchange of sum and integral, dominated by a geometric series
  have hF : HasSum
      (fun n : ℕ => ∫ x in (0:ℝ)..1, x * (1 - x) * ((z * (x * (1 - x))) ^ (n + 1) / ((n:ℝ) + 1)))
      (∫ x in (0:ℝ)..1, x * (1 - x) * (-Real.log (1 - z * (x * (1 - x))))) := by
    refine intervalIntegral.hasSum_integral_of_dominated_convergence
      (fun n _ => (|z| / 4) ^ (n + 1)) ?_ ?_ ?_ ?_ ?_
    · intro n
      exact Continuous.aestronglyMeasurable (by fun_prop)
    · intro n
      refine Eventually.of_forall fun x hx => ?_
      have hn : (0:ℝ) ≤ n := Nat.cast_nonneg n
      rw [Real.norm_eq_abs, abs_mul, abs_div, abs_pow, abs_of_nonneg (hu x hx).1,
        abs_of_pos (show (0:ℝ) < (n:ℝ) + 1 by positivity)]
      have h2 : |z * (x * (1 - x))| ^ (n + 1) / ((n:ℝ) + 1) ≤ |z * (x * (1 - x))| ^ (n + 1) :=
        div_le_self (by positivity) (by linarith)
      have h3 := pow_le_pow_left₀ (abs_nonneg _) (hw x hx) (n + 1)
      have h4 : 0 ≤ |z * (x * (1 - x))| ^ (n + 1) / ((n:ℝ) + 1) := by positivity
      have h5 := mul_le_of_le_one_left h4 (show x * (1 - x) ≤ 1 by linarith [(hu x hx).2])
      linarith
    · refine Eventually.of_forall fun x _ => ?_
      exact (summable_nat_add_iff 1).mpr
        (summable_geometric_of_lt_one (by positivity) (by linarith))
    · exact continuous_const.intervalIntegrable _ _
    · refine Eventually.of_forall fun x hx => ?_
      exact (Real.hasSum_pow_div_log_of_abs_lt_one
        (lt_of_le_of_lt (hw x hx) (by linarith))).mul_left _
  have hterms : (fun n : ℕ => coeff (n + 1) * z ^ (n + 1)) = fun n : ℕ =>
      2 * ∫ x in (0:ℝ)..1, x * (1 - x) * ((z * (x * (1 - x))) ^ (n + 1) / ((n:ℝ) + 1)) := by
    -- each term is a moment of the Feynman-parameter weight
    funext n
    have hterm : ∀ x : ℝ, x * (1 - x) * ((z * (x * (1 - x))) ^ (n + 1) / ((n:ℝ) + 1))
        = z ^ (n + 1) / ((n:ℝ) + 1) * (x * (1 - x)) ^ (n + 2) := by
      intro x
      rw [mul_pow]
      ring
    simp only [hterm]
    rw [intervalIntegral.integral_const_mul, feynman_moment, coeff_succ,
      show 2 * (n + 2) + 1 = 2 * n + 5 by omega]
    have f2 : ((2 * n + 5).factorial : ℝ) ≠ 0 := Nat.cast_ne_zero.mpr (Nat.factorial_ne_zero _)
    field_simp
  have hval : loopIntegral z
      = 2 * ∫ x in (0:ℝ)..1, x * (1 - x) * (-Real.log (1 - z * (x * (1 - x)))) := by
    simp only [loopIntegral, mul_neg, intervalIntegral.integral_neg]
    ring
  rw [hterms, hval]
  exact hF.mul_left 2
```

## Divergence beyond |z| = 4

The ratio is written as a function of e = 1/(n+1), continuous at e = 0. Its limit there, times |z|, is |z|/4 > 1, and the ratio test applies. The boundary |z| = 4 is left undecided by both theorems.

```lean
/-- For `|z| > 4` the series `∑ c_n zⁿ` diverges. -/
theorem series_diverges {z : ℝ} (hz : 4 < |z|) :
    ¬ Summable (fun n : ℕ => coeff (n + 1) * z ^ (n + 1)) := by
  have hz0 : z ≠ 0 := abs_pos.mp (by linarith)
  have hg : ContinuousAt
      (fun e : ℝ => |z| * ((1 + 2 * e) / ((1 + e) * (4 + 10 * e)))) 0 :=
    continuousAt_const.mul (ContinuousAt.div (by fun_prop) (by fun_prop) (by norm_num))
  -- the ratio of successive terms tends to |z| / 4
  refine not_summable_of_ratio_test_tendsto_gt_one
    (l := |z| * ((1 + 2 * 0) / ((1 + 0) * (4 + 10 * 0)))) (by norm_num; linarith) ?_
  refine (hg.tendsto.comp tendsto_one_div_add_atTop_nhds_zero_nat).congr fun n => ?_
  have hc : 0 < coeff (n + 1) := by
    rw [coeff_succ]
    positivity
  have hne : ‖coeff (n + 1) * z ^ (n + 1)‖ ≠ 0 :=
    norm_ne_zero_iff.mpr (mul_ne_zero hc.ne' (pow_ne_zero _ hz0))
  have hr0 : 0 ≤ ((n:ℝ) + 1) * ((n:ℝ) + 3) / (((n:ℝ) + 2) * (4 * (n:ℝ) + 14)) := by positivity
  have hr : ‖coeff (n + 1 + 1) * z ^ (n + 1 + 1)‖ / ‖coeff (n + 1) * z ^ (n + 1)‖
      = |z| * (((n:ℝ) + 1) * ((n:ℝ) + 3) / (((n:ℝ) + 2) * (4 * (n:ℝ) + 14))) := by
    have hs : coeff (n + 1 + 1) * z ^ (n + 1 + 1)
        = (z * (((n:ℝ) + 1) * ((n:ℝ) + 3) / (((n:ℝ) + 2) * (4 * (n:ℝ) + 14))))
          * (coeff (n + 1) * z ^ (n + 1)) := by
      rw [coeff_recurrence]
      ring
    rw [hs, norm_mul (z * _), mul_div_cancel_right₀ _ hne, norm_mul, Real.norm_eq_abs,
      Real.norm_of_nonneg hr0]
  refine Eq.trans ?_ hr.symm
  simp only [Function.comp_apply]
  congr 1
  rw [div_eq_div_iff (by positivity) (by positivity)]
  field_simp
  ring
```

## The expansion in physical units

The condition |s| < 4m² forces m² > 0. `hlog` turns ln(m²/(m² − x(1−x)s)) into −ln(1 − x(1−x)s/m²), so the polarization function is −α/π times the dimensionless integral at z = s/m², and the series follows. Spacelike momentum transfer, s < 0, is included within the same bound.

```lean
/-- For `|s| < 4m²` the subtracted vacuum polarization is `-(α/π) ∑ c_n (s/m²)ⁿ`, summed over
`n ≥ 1`. -/
theorem vacuumPolarization_hasSum (α : ℝ) {m s : ℝ} (hs : |s| < 4 * m ^ 2) :
    HasSum (fun n : ℕ => -(α / Real.pi) * (coeff (n + 1) * (s / m ^ 2) ^ (n + 1)))
      (vacuumPolarization α m s) := by
  have hm : 0 < m ^ 2 := by linarith [abs_nonneg s]
  have hz : |s / m ^ 2| < 4 := by
    rw [abs_div, abs_of_pos hm, div_lt_iff₀ hm]
    exact hs
  have hlog : ∀ x : ℝ, Real.log (m ^ 2 / (m ^ 2 - x * (1 - x) * s))
      = -Real.log (1 - s / m ^ 2 * (x * (1 - x))) := by
    intro x
    have h1 : 1 - s / m ^ 2 * (x * (1 - x)) = (m ^ 2 - x * (1 - x) * s) / m ^ 2 := by
      rw [sub_div, div_self hm.ne']
      ring
    rw [h1, ← Real.log_inv, inv_div]
  have hv : vacuumPolarization α m s = -(α / Real.pi) * loopIntegral (s / m ^ 2) := by
    simp only [vacuumPolarization, loopIntegral, hlog, mul_neg, intervalIntegral.integral_neg]
    ring
  rw [hv]
  exact (loopIntegral_hasSum hz).mul_left _

end

end OneLoopVacuumPolarization
```

```lean
#print axioms OneLoopVacuumPolarization.coeff_values
-- 'OneLoopVacuumPolarization.coeff_values' depends on axioms: [propext, Classical.choice, Quot.sound]
#print axioms OneLoopVacuumPolarization.series_diverges
-- 'OneLoopVacuumPolarization.series_diverges' depends on axioms: [propext, Classical.choice, Quot.sound]
#print axioms OneLoopVacuumPolarization.vacuumPolarization_hasSum
-- 'OneLoopVacuumPolarization.vacuumPolarization_hasSum' depends on axioms: [propext, Classical.choice, Quot.sound]
```
